# At fixed mean gap, unequal spacing of perfect traps on a line lengthens the mean lifetime of a uniformly started diffusing particle

Perfect traps on a line leave n ≥ 1 gaps of lengths L_i > 0. A particle with diffusivity D > 0 starts uniformly over the total length S = ∑ L_i. If the mean exit time in each gap obeys the backward equation with absorbing ends, the mean lifetime τ satisfies

τ = ∑ L_i³ / (12 D S) ≥ m² / (12 D), where m = S/n is the mean gap.

Equality holds exactly when all gaps are equal. In a simulation of uniformly started, non-interacting particles among fixed traps in one dimension, a periodic cell with a single gap m therefore underestimates the lifetime in any unequal finite arrangement with the same mean gap.

```lean
import Mathlib

open Set

namespace TrapsOnALine

noncomputable section
```

## The exit time in one gap

Let T(x) be the mean time to reach a trap from position x. During a short time dt the particle moves by a random step of mean zero and variance 2D dt, so T(x) equals dt plus the average of T after the step. Expanding to second order gives

D T'' = −1 for 0 < x < L, with T(0) = T(L) = 0.

The zeros express immediate capture on contact. The definition takes this boundary-value problem as the model; no Brownian path is constructed. `Icc 0 L` is the closed gap and `Ioo 0 L` its interior.

```lean
/-- `T` is a mean exit time for diffusivity `D` in a gap `[0, L]` between perfect traps:
it is continuous, vanishes at both traps and obeys the backward equation `D T'' = -1` inside. -/
def IsMeanExitTime (D L : ℝ) (T : ℝ → ℝ) : Prop :=
  ContinuousOn T (Icc 0 L) ∧ T 0 = 0 ∧ T L = 0 ∧
    ∃ T' T'' : ℝ → ℝ, ∀ x ∈ Ioo 0 L,
      HasDerivAt T (T' x) x ∧ HasDerivAt T' (T'' x) x ∧ D * T'' x = -1
```

Integrating twice and fitting the two constants to the traps gives the candidate

E(x) = x(L − x)/(2D).

```lean
/-- The parabola `x (L - x) / (2 D)`, for `D ≠ 0`. -/
def exitTime (D L x : ℝ) : ℝ := x * (L - x) / (2 * D)
```

A uniform start weights each position equally, so long gaps are chosen more often. The lifetime is

τ = (1/S) ∑ ∫₀^{L_i} T_i(x) dx.

In Lean, `ι` is the finite set of gap labels. Each gap has its own coordinate starting at 0, since the order of the gaps has no effect on τ.

```lean
variable {ι : Type*} [Fintype ι]

/-- The exit time averaged over a uniform starting point in the union of the gaps `L i`,
for nonzero total length. -/
def meanLifetime (L : ι → ℝ) (T : ι → ℝ → ℝ) : ℝ :=
  (∑ i, ∫ x in (0 : ℝ)..L i, T i x) / ∑ i, L i
```

The mean gap counts every gap once, whatever its length:

m = (1/n) ∑ L_i.

```lean
/-- The arithmetic mean of the gap lengths, for at least one gap. -/
def meanGap (L : ι → ℝ) : ℝ := (∑ i, L i) / (Fintype.card ι : ℝ)
```

The variance uses the same equal weights:

Var = (1/n) ∑ (L_i − m)².

```lean
/-- The variance of the gap lengths, for at least one gap. -/
def gapVariance (L : ι → ℝ) : ℝ :=
  (∑ i, (L i - meanGap L) ^ 2) / (Fintype.card ι : ℝ)
```

Differentiating the candidate gives

E'(x) = (L − 2x)/(2D), E''(x) = −1/D.

```lean
/-- The first and second derivatives of the parabola `x (L - x) / (2 D)`. -/
theorem exitTime_derivs (D L x : ℝ) :
    HasDerivAt (exitTime D L) ((L - 2 * x) / (2 * D)) x ∧
      HasDerivAt (fun y => (L - 2 * y) / (2 * D)) (-1 / D) x := by
  have i := hasDerivAt_id' x
  constructor
  · exact ((i.fun_mul (i.const_sub L)).div_const (2 * D)).congr_deriv (by ring)
  · exact (((i.const_mul 2).const_sub L).div_const (2 * D)).congr_deriv (by ring)
```

Hence D E'' = −1, and E vanishes at both ends. The model's conditions can therefore be met for every D > 0.

```lean
/-- For `D > 0` the parabola `x (L - x) / (2 D)` is a mean exit time for the gap `[0, L]`. -/
theorem exitTime_witness {D : ℝ} (hD : 0 < D) (L : ℝ) :
    IsMeanExitTime D L (exitTime D L) := by
  refine ⟨fun y _ => (exitTime_derivs D L y).1.continuousAt.continuousWithinAt,
    by simp [exitTime], by simp [exitTime], fun x => (L - 2 * x) / (2 * D), fun _ => -1 / D,
    fun x _ => ⟨(exitTime_derivs D L x).1, (exitTime_derivs D L x).2, ?_⟩⟩
  exact mul_div_cancel₀ (-1) hD.ne'
```

## No other solution

Let g = T − E, so that g'' = 0 inside and g(0) = g(L) = 0. For 0 < x < L, the mean value theorem gives a point a in (0, x) and a point b in (x, L) with

x g'(a) = g(x), (L − x) g'(b) = −g(x).

Applied once more, to g' between a and b, it gives g'(a) = g'(b). Adding the two equations yields L g'(a) = 0, so g'(a) = 0 and g(x) = 0.

Continuity at both traps is needed here. Take D = L = 1 and T(x) = x(2 − x)/2 for x < 1, with T(1) = 0. Only continuity at the right trap fails, yet the integral of T is 1/2 − 1/6 = 1/3 instead of 1/12, which breaks the lifetime formula. For x < 1 this T is the mean exit time with a reflecting wall in place of the right trap.

In the code, the three uses of `exists_hasDerivAt_eq_slope` are the three mean value steps, and `hp` is the equation L g'(a) = 0. The endpoints are treated separately, from the boundary values.

```lean
/-- The backward equation with absorbing ends has at most one solution in the gap: every mean exit
time equals `x (L - x) / (2 D)` there. -/
theorem IsMeanExitTime.eq_exitTime {D L : ℝ} {T : ℝ → ℝ} (h : IsMeanExitTime D L T)
    {x : ℝ} (hx : x ∈ Icc 0 L) : T x = exitTime D L x := by
  obtain ⟨hc, h0, hL, T', T'', hd⟩ := h
  have e0 : exitTime D L 0 = 0 := by simp [exitTime]
  have eL : exitTime D L L = 0 := by simp [exitTime]
  rcases hx.1.eq_or_lt with hx0 | hx0
  · rw [← hx0, h0, e0]
  rcases hx.2.eq_or_lt with hxL | hxL
  · rw [hxL, hL, eL]
  have hD : D ≠ 0 := by
    intro hD
    have h1 := (hd x ⟨hx0, hxL⟩).2.2
    rw [hD] at h1
    norm_num at h1
  -- the difference of the two solutions has zero second derivative
  have hg : ∀ y ∈ Ioo 0 L, HasDerivAt (fun z => T z - exitTime D L z)
      (T' y - (L - 2 * y) / (2 * D)) y :=
    fun y hy => (hd y hy).1.fun_sub (exitTime_derivs D L y).1
  have hg' : ∀ y ∈ Ioo 0 L, HasDerivAt (fun z => T' z - (L - 2 * z) / (2 * D)) 0 y := by
    intro y hy
    have e : T'' y = -1 / D := by
      rw [eq_div_iff hD]
      linear_combination (hd y hy).2.2
    exact ((hd y hy).2.1.fun_sub (exitTime_derivs D L y).2).congr_deriv (by rw [e, sub_self])
  have hgc : ContinuousOn (fun z => T z - exitTime D L z) (Icc 0 L) :=
    hc.sub fun y _ => (exitTime_derivs D L y).1.continuousAt.continuousWithinAt
  -- so its slopes to the left and to the right of `x` agree
  obtain ⟨a, ha, ea⟩ := exists_hasDerivAt_eq_slope (fun z => T z - exitTime D L z)
    (fun z => T' z - (L - 2 * z) / (2 * D)) hx0 (hgc.mono (Icc_subset_Icc_right hxL.le))
    (fun y hy => hg y ⟨hy.1, hy.2.trans hxL⟩)
  obtain ⟨b, hb, eb⟩ := exists_hasDerivAt_eq_slope (fun z => T z - exitTime D L z)
    (fun z => T' z - (L - 2 * z) / (2 * D)) hxL (hgc.mono (Icc_subset_Icc_left hx0.le))
    (fun y hy => hg y ⟨hx0.trans hy.1, hy.2⟩)
  have hab : a < b := ha.2.trans hb.1
  obtain ⟨c, _, ec⟩ := exists_hasDerivAt_eq_slope (fun z => T' z - (L - 2 * z) / (2 * D))
    (fun _ => 0) hab
    (fun y hy => (hg' y ⟨ha.1.trans_le hy.1,
      hy.2.trans_lt hb.2⟩).continuousAt.continuousWithinAt)
    (fun y hy => hg' y ⟨ha.1.trans hy.1, hy.2.trans hb.2⟩)
  rw [eq_div_iff (sub_pos.2 hx0).ne', h0, e0] at ea
  rw [eq_div_iff (sub_pos.2 hxL).ne', hL, eL] at eb
  rw [eq_div_iff (sub_pos.2 hab).ne'] at ec
  have hp : (T' a - (L - 2 * a) / (2 * D)) * L = 0 := by
    linear_combination ea + eb + (L - x) * ec
  have hp0 := (mul_eq_zero.1 hp).resolve_right (hx0.trans hxL).ne'
  linear_combination x * hp0 - ea
```

## From one gap to the lifetime

Since T = E on the gap,

∫₀^L T dx = (1/(2D)) (L·L²/2 − L³/3) = L³/(12D).

The proof replaces T by E under the integral and then uses the antiderivative in `hF`.

```lean
/-- The mean exit time integrated over a gap of length `L` is `L³ / (12 D)`. -/
theorem IsMeanExitTime.integral_eq {D L : ℝ} {T : ℝ → ℝ} (h : IsMeanExitTime D L T)
    (hL : 0 ≤ L) : ∫ x in (0 : ℝ)..L, T x = L ^ 3 / (12 * D) := by
  have e : ∫ x in (0 : ℝ)..L, T x = ∫ x in (0 : ℝ)..L, exitTime D L x :=
    intervalIntegral.integral_congr fun x hx =>
      h.eq_exitTime (by rwa [uIcc_of_le hL] at hx)
  have hF : ∀ x ∈ uIcc 0 L, HasDerivAt
      (fun y => (L / 2 * (y * y) - 1 / 3 * (y * y * y)) / (2 * D)) (exitTime D L x) x := by
    intro x _
    have i := hasDerivAt_id' x
    exact ((((i.fun_mul i).const_mul (L / 2)).fun_sub
      (((i.fun_mul i).fun_mul i).const_mul (1 / 3))).div_const (2 * D)).congr_deriv
      (by unfold exitTime; ring)
  have hc : Continuous (exitTime D L) :=
    continuous_iff_continuousAt.2 fun y => (exitTime_derivs D L y).1.continuousAt
  rw [e, intervalIntegral.integral_eq_sub_of_hasDerivAt hF (hc.intervalIntegrable 0 L)]
  ring
```

Summing over the gaps and dividing by S gives

τ = ∑ L_i³ / (12 D S).

The hypothesis `hT` says that every `T i` solves the boundary-value problem in its own gap, with the same D.

```lean
variable {D : ℝ} {L : ι → ℝ} {T : ι → ℝ → ℝ}

/-- For positive gaps the mean lifetime is `∑ L³ / (12 D ∑ L)`. -/
theorem meanLifetime_eq (hL : ∀ i, 0 < L i) (hT : ∀ i, IsMeanExitTime D (L i) (T i)) :
    meanLifetime L T = (∑ i, L i ^ 3) / (12 * D * ∑ i, L i) := by
  unfold meanLifetime
  rw [Finset.sum_congr rfl fun i _ => (hT i).integral_eq (hL i).le, ← Finset.sum_div, div_div]
```

## The cost of unequal gaps

The comparison with equal gaps uses the relation

n m = S.

```lean
/-- The number of gaps times the mean gap is the total length, for at least one gap. -/
theorem card_mul_meanGap [Nonempty ι] (L : ι → ℝ) :
    (Fintype.card ι : ℝ) * meanGap L = ∑ i, L i :=
  mul_div_cancel₀ _ (Nat.cast_ne_zero.2 Fintype.card_ne_zero)
```

Expanding the product gives

(L_i − m)² (L_i + 2m) = L_i³ − 3m² L_i + 2m³.

Summed over the gaps, the right side is ∑ L_i³ − 3m² S + 2m³ n = ∑ L_i³ − m² S. Division by 12 D S yields

τ − m²/(12D) = ∑ (L_i − m)² (L_i + 2m) / (12 D S).

The `calc` block follows this expansion, and its last line inserts n m = S.

```lean
/-- For positive gaps, the mean lifetime exceeds `m² / (12 D)`, with `m` the mean gap, by
exactly `∑ (L - m)² (L + 2 m) / (12 D ∑ L)`. -/
theorem lifetime_excess [Nonempty ι] (hL : ∀ i, 0 < L i)
    (hT : ∀ i, IsMeanExitTime D (L i) (T i)) :
    meanLifetime L T - meanGap L ^ 2 / (12 * D) =
      (∑ i, (L i - meanGap L) ^ 2 * (L i + 2 * meanGap L)) / (12 * D * ∑ i, L i) := by
  have hS : 0 < ∑ i, L i := Finset.sum_pos (fun i _ => hL i) Finset.univ_nonempty
  have hn := card_mul_meanGap L
  rw [meanLifetime_eq hL hT]
  generalize meanGap L = m at hn ⊢
  have hs : ∑ i, (L i - m) ^ 2 * (L i + 2 * m) = ∑ i, L i ^ 3 - m ^ 2 * ∑ i, L i := by
    calc _ = ∑ i, (L i ^ 3 - 3 * m ^ 2 * L i + 2 * m ^ 3) :=
          Finset.sum_congr rfl fun i _ => by ring
      _ = ∑ i, L i ^ 3 - 3 * m ^ 2 * ∑ i, L i + (Fintype.card ι : ℝ) * (2 * m ^ 3) := by
          rw [Finset.sum_add_distrib, Finset.sum_sub_distrib, ← Finset.mul_sum,
            Finset.sum_const, Finset.card_univ, nsmul_eq_mul]
      _ = _ := by linear_combination 2 * m ^ 2 * hn
  rw [hs, sub_div, mul_div_mul_right _ _ hS.ne']
```

Every term on the right is nonnegative, which proves the lower bound. If the excess is zero, every term is zero; since L_i + 2m > 0, each L_i equals m. Conversely, equal gaps all equal their mean, and the excess vanishes.

The theorem joins the formula, the bound and the equality condition. `[Nonempty ι]` requires at least one gap, and `∀ i j, L i = L j` says that all gaps agree. In the proof, `hterm` supplies the signs, and `Finset.sum_eq_zero_iff_of_nonneg` passes from a zero sum to zero terms.

```lean
/-- For `D > 0` and finitely many positive gaps, at least one, the mean lifetime is
`∑ L³ / (12 D ∑ L)`. It is at least the squared mean gap over `12 D`, with equality
exactly when all gaps agree. -/
theorem disordered_traps_lifetime [Nonempty ι] (hD : 0 < D) (hL : ∀ i, 0 < L i)
    (hT : ∀ i, IsMeanExitTime D (L i) (T i)) :
    meanLifetime L T = (∑ i, L i ^ 3) / (12 * D * ∑ i, L i) ∧
      meanGap L ^ 2 / (12 * D) ≤ meanLifetime L T ∧
      (meanLifetime L T = meanGap L ^ 2 / (12 * D) ↔ ∀ i j, L i = L j) := by
  have hS : 0 < ∑ i, L i := Finset.sum_pos (fun i _ => hL i) Finset.univ_nonempty
  have hcard : (0 : ℝ) < Fintype.card ι := Nat.cast_pos.2 Fintype.card_pos
  have hm : 0 < meanGap L := div_pos hS hcard
  have hden : 0 < 12 * D * ∑ i, L i := mul_pos (by positivity) hS
  have hex := lifetime_excess hL hT
  have hterm : ∀ i, 0 ≤ (L i - meanGap L) ^ 2 * (L i + 2 * meanGap L) :=
    fun i => mul_nonneg (sq_nonneg _) (by linarith [hL i])
  refine ⟨meanLifetime_eq hL hT, ?_, ?_, ?_⟩
  · have h := div_nonneg (Finset.sum_nonneg fun i (_ : i ∈ Finset.univ) => hterm i) hden.le
    linarith
  · -- no excess forces every gap to equal the mean
    intro h
    rw [h, sub_self] at hex
    have hz := (div_eq_zero_iff.1 hex.symm).resolve_right hden.ne'
    have hk : ∀ k, L k = meanGap L := by
      intro k
      have h1 := (Finset.sum_eq_zero_iff_of_nonneg fun i _ => hterm i).1 hz k
        (Finset.mem_univ k)
      have hpos : 0 < L k + 2 * meanGap L := by linarith [hL k]
      have h2 := (mul_eq_zero.1 h1).resolve_right hpos.ne'
      exact sub_eq_zero.1 (pow_eq_zero_iff two_ne_zero |>.1 h2)
    intro i j
    rw [hk i, hk j]
  · intro h
    have hk : ∀ k, L k = meanGap L := by
      intro k
      apply mul_left_cancel₀ hcard.ne'
      rw [card_mul_meanGap, Finset.sum_congr rfl fun i _ => h i k, Finset.sum_const,
        Finset.card_univ, nsmul_eq_mul]
    have hz : ∑ i, (L i - meanGap L) ^ 2 * (L i + 2 * meanGap L) = 0 :=
      Finset.sum_eq_zero fun i _ => by rw [hk i, sub_self]; ring
    rw [hz, zero_div] at hex
    linarith
```

The excess also has a simple lower estimate. Because L_i > 0, replacing L_i + 2m by 2m can only lower the sum:

τ − m²/(12D) ≥ 2m ∑ (L_i − m)² / (12 D S) = 2 Var/(12D).

The last equality uses S = n m. The step `key` contains this estimate, and adding m²/(12D) gives

τ ≥ (m² + 2 Var)/(12D).

```lean
/-- For `D > 0` and positive gaps, at least one, the mean lifetime is at least the squared
mean gap plus twice the gap variance, over `12 D`. -/
theorem lifetime_ge_variance [Nonempty ι] (hD : 0 < D) (hL : ∀ i, 0 < L i)
    (hT : ∀ i, IsMeanExitTime D (L i) (T i)) :
    (meanGap L ^ 2 + 2 * gapVariance L) / (12 * D) ≤ meanLifetime L T := by
  have hS : 0 < ∑ i, L i := Finset.sum_pos (fun i _ => hL i) Finset.univ_nonempty
  have hcard : (0 : ℝ) < Fintype.card ι := Nat.cast_pos.2 Fintype.card_pos
  have hm : 0 < meanGap L := div_pos hS hcard
  have hden : 0 < 12 * D * ∑ i, L i := mul_pos (by positivity) hS
  have key : 2 * gapVariance L / (12 * D) ≤
      (∑ i, (L i - meanGap L) ^ 2 * (L i + 2 * meanGap L)) / (12 * D * ∑ i, L i) := by
    calc _ = (∑ i, (L i - meanGap L) ^ 2 * (2 * meanGap L)) / (12 * D * ∑ i, L i) := by
          rw [← Finset.sum_mul, ← card_mul_meanGap L]
          unfold gapVariance
          field_simp
      _ ≤ _ := div_le_div_of_nonneg_right (Finset.sum_le_sum fun i _ =>
          mul_le_mul_of_nonneg_left (by linarith [hL i]) (sq_nonneg _)) hden.le
  rw [add_div]
  linarith [lifetime_excess hL hT]

end

end TrapsOnALine
```

```lean
#print axioms TrapsOnALine.disordered_traps_lifetime
#print axioms TrapsOnALine.lifetime_ge_variance
```

```
'TrapsOnALine.disordered_traps_lifetime' depends on axioms: [propext, Classical.choice, Quot.sound]
'TrapsOnALine.lifetime_ge_variance' depends on axioms: [propext, Classical.choice, Quot.sound]
```

## Gaps of lengths 1 and 3

Take D = 1 and two gaps, L = 1 and L = 3, in any consistent units. Then S = 4, m = 2 and Var = 1, and

τ = (1 + 27)/(12·4) = 7/12.

Two equal gaps of length 2 would give 4/12 = 1/3. The excess formula gives (1·5 + 1·7)/48 = 1/4, which is the difference. The variance bound gives (4 + 2)/12 = 1/2, below 7/12 as it should be.

The model has finitely many static traps that capture at first contact, and no drift. Partially absorbing traps, infinite random arrangements and higher dimensions would each need a separate treatment.
